# A 3D array supported in A × B × C has at most |B||C| + N₁|C| + N₁N₂ nonzero lines to transform, axis by axis

In a plane-wave calculation, the coefficients of an orbital fill a cutoff sphere in reciprocal space. Before I transform to real space, I copy them into a larger rectangular grid, and most of that grid is zero. A 3D FFT works through the grid one line at a time, along axis 1, then axis 2, then axis 3, so many of the lines it receives contain nothing but zeros.

I would like to skip those lines. If the data vanish outside a box $A\times B\times C$, I count at most $|B||C|+N_1|C|+N_1N_2$ lines that still have to be transformed, instead of $N_2N_3+N_1N_3+N_1N_2$. Can this be made rigorous and machine-checked, including the claim that skipping leaves the result unchanged? And is the count the best possible for a given box?

## Each stage fills one axis and leaves the others alone

Yes to all three, where "best possible" refers to this order of the axes and a nonempty box. Write $w_N(j,k)=e^{-2\pi i jk/N}$ and let $f(j_1,j_2,j_3)$ be the array on an $N_1\times N_2\times N_3$ grid. Its full transform is

$$F(k_1,k_2,k_3)=\sum_{j_1,j_2,j_3} w_{N_1}(j_1,k_1)\,w_{N_2}(j_2,k_2)\,w_{N_3}(j_3,k_3)\,f(j_1,j_2,j_3).$$

The three stages compute

$$f_1(k_1,j_2,j_3)=\sum_{j_1}w_{N_1}(j_1,k_1)f(j_1,j_2,j_3),$$
$$f_2(k_1,k_2,j_3)=\sum_{j_2}w_{N_2}(j_2,k_2)f_1(k_1,j_2,j_3),$$
$$f_3(k_1,k_2,k_3)=\sum_{j_3}w_{N_3}(j_3,k_3)f_2(k_1,k_2,j_3).$$

Inserting the first two lines into the third and reordering the finite sums gives $f_3=F$.

**Where the data can be nonzero.** Suppose $f$ vanishes outside $A\times B\times C$. If $f_1(k_1,j_2,j_3)\neq0$, some term of its sum is nonzero, so $j_2\in B$ and $j_3\in C$; $k_1$ is unrestricted. If $f_2(k_1,k_2,j_3)\ne0$, the same argument gives $j_3\in C$. The sums over $j_1$, $j_2$ and $j_3$ may therefore be restricted to $A$, $B$ and $C$:

$$F(k_1,k_2,k_3)=\sum_{j_3\in C}w_{N_3}(j_3,k_3)\sum_{j_2\in B}w_{N_2}(j_2,k_2)\sum_{j_1\in A}w_{N_1}(j_1,k_1)f(j_1,j_2,j_3).$$

**The count.** A line along axis 1 is labelled by $(j_2,j_3)$ and can be nonzero only in $B\times C$. A line of $f_1$ along axis 2 is labelled by $(k_1,j_3)$, which leaves at most $N_1|C|$ of them. A line of $f_2$ along axis 3 is labelled by $(k_1,k_2)$, which leaves at most $N_1N_2$. The sum is your bound. The size of $A$ does not enter: a nonempty $A$ limits which entries of a first-stage line can be nonzero, but rules out no line.

**An array that attains it.** Let $A$, $B$, $C$ be nonempty and pick $a\in A$, $b\in B$. Define $u(b)=N_2$, $u=1$ on the rest of $B$, and $u=0$ elsewhere. Put $f(a,j_2,j_3)=u(j_2)$ for $j_3\in C$, and $f=0$ otherwise. For $j_3\in C$,

$$f_1=w_{N_1}(a,k_1)\,u(j_2),\qquad f_2=w_{N_1}(a,k_1)\,\hat u(k_2),\qquad \hat u(k)=\sum_j w_{N_2}(j,k)u(j).$$

The term $j=b$ in $\hat u(k)$ has modulus $N_2$, and the other $N_2-1$ terms have modulus at most 1, so $|\hat u(k)|\ge N_2-(N_2-1)=1$. The sum therefore never cancels to zero, and every line that the count allows is nonzero.

## The Lean file

```lean
import Mathlib

open Finset
open scoped Classical

namespace PrunedFFT

noncomputable section

/-- A complex array on a periodic three-dimensional grid. -/
abbrev Grid (N1 N2 N3 : ℕ) := ZMod N1 → ZMod N2 → ZMod N3 → ℂ

/-- The Fourier kernel `exp(-2πi j k / N)`. -/
def wave {N : ℕ} (j k : ZMod N) : ℂ :=
  Complex.exp (((-(2 * Real.pi * ((j.val : ℝ) * (k.val : ℝ)) / (N : ℝ)) : ℝ) : ℂ) * Complex.I)

/-- The one-dimensional DFT of a single grid line. -/
def lineDFT {N : ℕ} [NeZero N] (g : ZMod N → ℂ) (k : ZMod N) : ℂ :=
  ∑ j, wave j k * g j

variable {N1 N2 N3 : ℕ} [NeZero N1] [NeZero N2] [NeZero N3]

/-- The full three-dimensional DFT, as a triple sum over the grid. -/
def dft3 (f : Grid N1 N2 N3) : Grid N1 N2 N3 := fun k1 k2 k3 =>
  ∑ j1, ∑ j2, ∑ j3, wave j1 k1 * wave j2 k2 * wave j3 k3 * f j1 j2 j3

/-- One-dimensional DFTs of all lines along axis 1. -/
def axis1 (f : Grid N1 N2 N3) : Grid N1 N2 N3 := fun k1 j2 j3 =>
  lineDFT (fun j1 => f j1 j2 j3) k1

/-- One-dimensional DFTs of all lines along axis 2. -/
def axis2 (f : Grid N1 N2 N3) : Grid N1 N2 N3 := fun j1 k2 j3 =>
  lineDFT (fun j2 => f j1 j2 j3) k2

/-- One-dimensional DFTs of all lines along axis 3. -/
def axis3 (f : Grid N1 N2 N3) : Grid N1 N2 N3 := fun j1 j2 k3 =>
  lineDFT (fun j3 => f j1 j2 j3) k3

/-- The array vanishes outside the box `A × B × C`. -/
def SupportedIn (A : Finset (ZMod N1)) (B : Finset (ZMod N2)) (C : Finset (ZMod N3))
    (f : Grid N1 N2 N3) : Prop :=
  ∀ j1 j2 j3, f j1 j2 j3 ≠ 0 → j1 ∈ A ∧ j2 ∈ B ∧ j3 ∈ C

/-- The pruned transform: nested line sums that visit only indices in `A`, `B` and `C`. -/
def prunedDFT (A : Finset (ZMod N1)) (B : Finset (ZMod N2)) (C : Finset (ZMod N3))
    (f : Grid N1 N2 N3) : Grid N1 N2 N3 := fun k1 k2 k3 =>
  ∑ j3 ∈ C, wave j3 k3 * ∑ j2 ∈ B, wave j2 k2 * ∑ j1 ∈ A, wave j1 k1 * f j1 j2 j3

/-- The lines along axis 1 that are not identically zero. -/
def lines1 (f : Grid N1 N2 N3) : Finset (ZMod N2 × ZMod N3) :=
  univ.filter fun p => ∃ j, f j p.1 p.2 ≠ 0

/-- The lines along axis 2 that are not identically zero. -/
def lines2 (f : Grid N1 N2 N3) : Finset (ZMod N1 × ZMod N3) :=
  univ.filter fun p => ∃ j, f p.1 j p.2 ≠ 0

/-- The lines along axis 3 that are not identically zero. -/
def lines3 (f : Grid N1 N2 N3) : Finset (ZMod N1 × ZMod N2) :=
  univ.filter fun p => ∃ j, f p.1 p.2 j ≠ 0

/-- The total number of nonzero input lines met in the three successive stages. -/
def transformedLines (f : Grid N1 N2 N3) : ℕ :=
  (lines1 f).card + (lines2 (axis1 f)).card + (lines3 (axis2 (axis1 f))).card

/-- Line transforms along axes 1, 2 and 3 in succession give the three-dimensional DFT. -/
theorem row_column (f : Grid N1 N2 N3) : axis3 (axis2 (axis1 f)) = dft3 f := by
  funext k1 k2 k3
  simp only [axis3, axis2, axis1, lineDFT, dft3, Finset.mul_sum]
  -- bring the sum over `j1` to the outside, then exchange `j2` and `j3`
  refine Eq.trans (Finset.sum_congr rfl fun _ _ => Finset.sum_comm) ?_
  refine Eq.trans Finset.sum_comm ?_
  refine Finset.sum_congr rfl fun j1 _ => ?_
  refine Eq.trans Finset.sum_comm ?_
  exact Finset.sum_congr rfl fun j2 _ => Finset.sum_congr rfl fun j3 _ => by ring

/-- The DFT of a line that vanishes outside `S` needs only the samples in `S`. -/
theorem lineDFT_eq_sum {N : ℕ} [NeZero N] {S : Finset (ZMod N)} {g : ZMod N → ℂ}
    (hg : ∀ j, g j ≠ 0 → j ∈ S) (k : ZMod N) :
    lineDFT g k = ∑ j ∈ S, wave j k * g j := by
  refine (Finset.sum_subset (Finset.subset_univ S) fun j _ hj => ?_).symm
  have h0 : g j = 0 := by
    by_contra h
    exact hj (hg j h)
  rw [h0, mul_zero]

omit [NeZero N2] [NeZero N3] in
/-- A transform along axis 1 keeps the support along axes 2 and 3. -/
theorem axis1_support {A : Finset (ZMod N1)} {B : Finset (ZMod N2)} {C : Finset (ZMod N3)}
    {f : Grid N1 N2 N3} (hf : SupportedIn A B C f) : SupportedIn univ B C (axis1 f) := by
  intro k1 j2 j3 h
  simp only [axis1, lineDFT] at h
  obtain ⟨j1, _, hj⟩ := Finset.exists_ne_zero_of_sum_ne_zero h
  exact ⟨mem_univ _, (hf j1 j2 j3 (right_ne_zero_of_mul hj)).2⟩

omit [NeZero N1] [NeZero N3] in
/-- A transform along axis 2 keeps the support along axes 1 and 3. -/
theorem axis2_support {A : Finset (ZMod N1)} {B : Finset (ZMod N2)} {C : Finset (ZMod N3)}
    {f : Grid N1 N2 N3} (hf : SupportedIn A B C f) : SupportedIn A univ C (axis2 f) := by
  intro j1 k2 j3 h
  simp only [axis2, lineDFT] at h
  obtain ⟨j2, _, hj⟩ := Finset.exists_ne_zero_of_sum_ne_zero h
  have h' := hf j1 j2 j3 (right_ne_zero_of_mul hj)
  exact ⟨h'.1, mem_univ _, h'.2.2⟩

/-- For an array supported in `A × B × C`, successive line transforms and the pruned sums both
give the full DFT, and at most `|B||C| + N1|C| + N1 N2` input lines are nonzero. -/
theorem pruned_fft {A : Finset (ZMod N1)} {B : Finset (ZMod N2)} {C : Finset (ZMod N3)}
    {f : Grid N1 N2 N3} (hf : SupportedIn A B C f) :
    axis3 (axis2 (axis1 f)) = dft3 f ∧ prunedDFT A B C f = dft3 f ∧
      transformedLines f ≤ B.card * C.card + N1 * C.card + N1 * N2 := by
  have h1 := axis1_support hf
  have h2 := axis2_support h1
  refine ⟨row_column f, ?_, ?_⟩
  · rw [← row_column f]
    funext k1 k2 k3
    symm
    -- restrict the line sums one axis at a time, from the last stage to the first
    change lineDFT (fun j3 => axis2 (axis1 f) k1 k2 j3) k3 = _
    refine Eq.trans (lineDFT_eq_sum (S := C) (fun j3 h => (h2 k1 k2 j3 h).2.2) k3) ?_
    refine Finset.sum_congr rfl fun j3 _ => ?_
    congr 1
    change lineDFT (fun j2 => axis1 f k1 j2 j3) k2 = _
    refine Eq.trans (lineDFT_eq_sum (S := B) (fun j2 h => (h1 k1 j2 j3 h).2.1) k2) ?_
    refine Finset.sum_congr rfl fun j2 _ => ?_
    congr 1
    exact lineDFT_eq_sum (S := A) (fun j1 h => (hf j1 j2 j3 h).1) k1
  · -- the supports confine the nonzero lines of each stage
    have c1 : lines1 f ⊆ B ×ˢ C := by
      intro p hp
      obtain ⟨j, hj⟩ := (Finset.mem_filter.mp hp).2
      exact Finset.mem_product.mpr (hf _ _ _ hj).2
    have c2 : lines2 (axis1 f) ⊆ univ ×ˢ C := by
      intro p hp
      obtain ⟨j, hj⟩ := (Finset.mem_filter.mp hp).2
      exact Finset.mem_product.mpr ⟨mem_univ _, (h1 _ _ _ hj).2.2⟩
    have c3 : lines3 (axis2 (axis1 f)) ⊆ univ ×ˢ univ := fun p _ =>
      Finset.mem_product.mpr ⟨mem_univ _, mem_univ _⟩
    have d1 := Finset.card_le_card c1
    have d2 := Finset.card_le_card c2
    have d3 := Finset.card_le_card c3
    simp only [Finset.card_product, Finset.card_univ, ZMod.card] at d1 d2 d3
    exact add_le_add (add_le_add d1 d2) d3

/-- A line with one entry equal to `N` and all others of modulus at most one has a DFT
without zeros. -/
theorem lineDFT_ne_zero {N : ℕ} [NeZero N] {u : ZMod N → ℂ} {b : ZMod N}
    (hb : u b = (N : ℂ)) (hu : ∀ j, j ≠ b → ‖u j‖ ≤ 1) (k : ZMod N) : lineDFT u k ≠ 0 := by
  intro h0
  have hw : ∀ j : ZMod N, ‖wave j k‖ = 1 := fun j => Complex.norm_exp_ofReal_mul_I _
  have h1 : ‖∑ j ∈ univ.erase b, wave j k * u j‖ ≤ ∑ j ∈ univ.erase b, (1 : ℝ) :=
    norm_sum_le_of_le _ fun j hj => by
      rw [norm_mul, hw, one_mul]
      exact hu j (Finset.ne_of_mem_erase hj)
  have h2 : 1 + ∑ j ∈ univ.erase b, (1 : ℝ) = (N : ℝ) :=
    (Finset.add_sum_erase univ (fun _ : ZMod N => (1 : ℝ)) (mem_univ b)).trans
      (by simp [ZMod.card])
  -- a zero would force the dominant term to be cancelled by the `N - 1` others
  have h3 : wave b k * u b = -∑ j ∈ univ.erase b, wave j k * u j :=
    eq_neg_of_add_eq_zero_left
      ((Finset.add_sum_erase univ (fun j => wave j k * u j) (mem_univ b)).trans h0)
  have h4 := congrArg norm h3
  rw [norm_mul, hw, one_mul, norm_neg, hb, Complex.norm_natCast] at h4
  linarith

/-- The profile with the value `N` at `b`, one at the other points of `B`, and zero elsewhere. -/
def profile {N : ℕ} (b : ZMod N) (B : Finset (ZMod N)) (j : ZMod N) : ℂ :=
  if j = b then (N : ℂ) else if j ∈ B then 1 else 0

/-- An array on the plane `j1 = a`, with the above profile along axis 2 and constant on `C`
along axis 3. -/
def probe (a : ZMod N1) (b : ZMod N2) (B : Finset (ZMod N2)) (C : Finset (ZMod N3)) :
    Grid N1 N2 N3 := fun j1 j2 j3 =>
  if j1 = a then (if j3 ∈ C then profile b B j2 else 0) else 0

/-- The line count is sharp: for any nonempty `A`, `B`, `C` the probe array is supported in
`A × B × C` and attains the bound. -/
theorem line_count_sharp {A : Finset (ZMod N1)} {B : Finset (ZMod N2)} {C : Finset (ZMod N3)}
    {a : ZMod N1} {b : ZMod N2} (ha : a ∈ A) (hb : b ∈ B) (hC : C.Nonempty) :
    SupportedIn A B C (probe a b B C) ∧
      transformedLines (probe a b B C) = B.card * C.card + N1 * C.card + N1 * N2 := by
  have hs : SupportedIn A B C (probe a b B C) := by
    intro j1 j2 j3 h
    unfold probe profile at h
    split_ifs at h with p q r s
    · exact ⟨p ▸ ha, r ▸ hb, q⟩
    · exact ⟨p ▸ ha, s, q⟩
    all_goals exact absurd rfl h
  have hN : (N2 : ℂ) ≠ 0 := Nat.cast_ne_zero.mpr (NeZero.ne N2)
  have hw : ∀ k : ZMod N1, wave a k ≠ 0 := fun k => Complex.exp_ne_zero _
  have hp : ∀ j ∈ B, profile b B j ≠ 0 := by
    intro j hj
    unfold profile
    split_ifs
    · exact hN
    · exact one_ne_zero
  have hd : ∀ k, lineDFT (profile b B) k ≠ 0 := by
    refine lineDFT_ne_zero (b := b) (by simp [profile]) fun j hj => ?_
    unfold profile
    rw [if_neg hj]
    split_ifs <;> simp
  -- explicit form of the array after the first and the second stage
  have e1 : ∀ k1 j2, ∀ j3 ∈ C,
      axis1 (probe a b B C) k1 j2 j3 = wave a k1 * profile b B j2 := by
    intro k1 j2 j3 h
    simp [axis1, lineDFT, probe, h]
  have e2 : ∀ k1 k2, ∀ j3 ∈ C, axis2 (axis1 (probe a b B C)) k1 k2 j3 =
      wave a k1 * lineDFT (profile b B) k2 := by
    intro k1 k2 j3 h
    simp only [axis2, lineDFT, Finset.mul_sum]
    refine Finset.sum_congr rfl fun j2 _ => ?_
    rw [e1 k1 j2 j3 h]
    ring
  refine ⟨hs, le_antisymm (pruned_fft hs).2.2 ?_⟩
  have c1 : B ×ˢ C ⊆ lines1 (probe a b B C) := by
    intro p h
    have h' := Finset.mem_product.mp h
    refine Finset.mem_filter.mpr ⟨mem_univ _, a, ?_⟩
    simpa [probe, h'.2] using hp p.1 h'.1
  have c2 : univ ×ˢ C ⊆ lines2 (axis1 (probe a b B C)) := by
    intro p h
    refine Finset.mem_filter.mpr ⟨mem_univ _, b, ?_⟩
    rw [e1 _ _ _ (Finset.mem_product.mp h).2]
    exact mul_ne_zero (hw _) (hp b hb)
  have c3 : univ ×ˢ univ ⊆ lines3 (axis2 (axis1 (probe a b B C))) := by
    intro p _
    obtain ⟨c, hc⟩ := hC
    refine Finset.mem_filter.mpr ⟨mem_univ _, c, ?_⟩
    rw [e2 _ _ _ hc]
    exact mul_ne_zero (hw _) (hd _)
  have d1 := Finset.card_le_card c1
  have d2 := Finset.card_le_card c2
  have d3 := Finset.card_le_card c3
  simp only [Finset.card_product, Finset.card_univ, ZMod.card] at d1 d2 d3
  exact add_le_add (add_le_add d1 d2) d3

end

end PrunedFFT
```

```lean
#print axioms PrunedFFT.pruned_fft
#print axioms PrunedFFT.line_count_sharp
```

```
'PrunedFFT.pruned_fft' depends on axioms: [propext, Classical.choice, Quot.sound]
'PrunedFFT.line_count_sharp' depends on axioms: [propext, Classical.choice, Quot.sound]
```

## What the theorems say about the grid

A `Grid N1 N2 N3` is a complex array with periodic indices, and the `NeZero` assumptions make each grid length at least 1. The kernel `wave` has a minus sign in the exponent and uses the representatives $0,\dots,N-1$ of both indices. The sums carry no normalising factor $1/N$. `lineDFT` transforms one line, `axis1`, `axis2` and `axis3` apply it to all lines along an axis, and `dft3` is the triple sum $F$.

`SupportedIn A B C f` says that every nonzero entry has its indices in $A$, $B$ and $C$. These are arbitrary finite sets of indices, so they may wrap around the grid edge, as negative frequencies do.

Under that hypothesis, `pruned_fft` states three things: the successive line transforms equal `dft3 f`, the restricted nested sums `prunedDFT A B C f` equal it too, and `transformedLines f` obeys the bound. That last number counts the lines that are not identically zero in the actual input of each stage: `f`, then `axis1 f`, then `axis2 (axis1 f)`. `line_count_sharp` says that for $a\in A$, $b\in B$ and nonempty $C$, the array `probe a b B C` has the required support and attains equality. Other arrays in the same box may have fewer nonzero lines.

The arithmetic is exact. The theorems count lines, not floating-point operations, and do not describe the fast algorithm used within a line.

## How the proof follows the derivation

`row_column` unfolds the three stages into nested sums with $j_3$ outermost. Three uses of `Finset.sum_comm` bring them into the order $j_1,j_2,j_3$, and `ring` rearranges the factors.

`axis1_support` and `axis2_support` are the support argument: a nonzero sum has a nonzero term, whose array factor is then nonzero. `lineDFT_eq_sum` restricts a line transform to any set that contains the line's support.

In `pruned_fft`, `h1` and `h2` record the supports after the first and second stages. The pruned formula follows by applying `lineDFT_eq_sum` from the outside in: to $C$ with `h2`, to $B$ with `h1`, and to $A$ with the original hypothesis. For the count, `c1`, `c2` and `c3` place the nonzero lines inside $B\times C$, all $\times\,C$, and all $\times$ all; comparing cardinalities gives the three terms.

`lineDFT_ne_zero` is the dominant-term estimate, argued by contradiction: a zero would force a term of modulus $N$ to equal minus a sum of modulus at most $N-1$. In `line_count_sharp`, `e1` and `e2` are the explicit forms of $f_1$ and $f_2$ above. They give the reverse inclusions for the lines of the second and third stages; for the first stage the inclusion follows directly from the definition of `probe`. Then `le_antisymm` combines the resulting lower bound with `pruned_fft`.

## When the box misses some of the data

The support hypothesis matters already on a grid with $N_1=N_2=1$ and $N_3=2$. Let $f=1$ at both points, but take $A=B=C=\{0\}$. The full transform is $(2,0)$, while the pruned sum gives $(1,1)$. The count fails as well: the stages meet $2+2+1=5$ nonzero lines, and the formula allows only 3.

Sharpness needs nonempty sets. If one of them is empty, then $f=0$ and no line is nonzero, yet the formula still contains $N_1N_2\ge1$.

## Skipping columns in a plane-wave code

A code can store a list of the columns that meet the cutoff sphere, transform those along axis 1, then transform along axis 2 only in the planes with $j_3\in C$, and finally transform every line along axis 3. If the box spans half of a cubic grid in each direction, the bound is $(\tfrac14+\tfrac12+1)N^2=\tfrac74N^2$ lines, compared with $3N^2$ without pruning. For a sphere that spans many grid points, the first stage does better still, since the occupied columns fill only a disc inside $B\times C$.

Going from coefficients to real space usually takes the opposite sign in the exponent. This amounts to reversing the output indices, $k\to-k$, which relabels lines in the later stages but does not change how many of them are zero.
